# A simple level of $H_0$ lifts to exactly one formal energy series of $H_0+tV$

## Question

To get the shift of a nondegenerate level $E_0$, I insert $E(t)=E_0+E_1t+E_2t^2+\dots$ into the secular equation $\det(E-H_0-tV)=0$, solve order by order in the coupling $t$, and stop at some order. This assumes that the series exists, that it is unique, and that stopping early leaves the computed coefficients exact. For complex square matrices $H_0,V$ and a simple root $E_0$ of the characteristic polynomial of $H_0$, can this be stated and proved in Lean 4 with Mathlib?

## Answer

### Modelling

$H_0$ and $V$ are `Matrix n n ℂ` over a finite index type `n`, not assumed Hermitian. The coupling $t$ is the variable `X` of the formal power series ring `ℂ⟦X⟧`; `C` embeds constants, `coeff m E` is $E_m$, and `constantCoeff` sets $t=0$. `perturbed H0 V` is $H(t)=H_0+tV$, and `secularDet H0 V E` is $\det(E\cdot 1-H_0-tV)$, itself a series. Nondegeneracy is the assumption `H0.charpoly.rootMultiplicity E0 = 1`, algebraic multiplicity one.

`existsUnique_energy_series` says that exactly one series has constant coefficient $E_0$ and vanishing secular determinant. `truncated_energy` says that a trial series $a$ starting at $E_0$, whose determinant has zero coefficients for $m<N$, agrees with $E$ for $m<N$. `energy_coeff_real` gives $\operatorname{Im}E_m=0$ for Hermitian $H_0,V$ and real $E_0$. This fixes the energy coefficients of nondegenerate perturbation theory in a finite orthonormal basis with one linear coupling; convergence, eigenvectors and infinite dimension are not treated.

### Derivation

Let $P(x)=\det(x-H(t))$, a polynomial in $x$ with series coefficients, and let $P_0$ be $P$ at $t=0$, the characteristic polynomial of $H_0$. Multiplicity one gives $P_0(E_0)=0$ and $d:=P_0'(E_0)\neq0$. For series $b,h$, Taylor expansion gives $P(b+h)=P(b)+P'(b)h+kh^2$ with some series $k$.

*Rigidity.* Let $a,b$ both start at $E_0$. With $h=a-b$,
$$P(a)-P(b)=(a-b)\,\bigl(P'(b)+k(a-b)\bigr).$$
The second factor has constant term $d\neq0$, so it is invertible, and $t^N\mid P(a)-P(b)$ implies $t^N\mid a-b$. Two roots therefore agree to every order. Taking $b=E$ a root gives the truncation statement.

*Existence.* Put $a_0=E_0$ and $a_{m+1}=a_m-P(a_m)/d$. The claim is that $a_m$ starts at $E_0$ and $t^{m+1}\mid P(a_m)$. For $m=0$ this is $P_0(E_0)=0$. The correction has no constant term, and with $h=-P(a_m)/d$,
$$P(a_{m+1})=P(a_m)\bigl(1-P'(a_m)/d\bigr)+k\,P(a_m)^2/d^2 .$$
Both $1-P'(a_m)/d$ and $P(a_m)$ are divisible by $t$, so $t^{m+2}\mid P(a_{m+1})$. All later corrections are divisible by $t^{m+1}$, hence $t^{m+1}\mid a_{m+j}-a_m$. Define $E_m$ as the coefficient of $t^m$ in $a_m$; then $t^{m+1}\mid E-a_m$. Since $E-a_m$ divides $P(E)-P(a_m)$, we get $t^{m+1}\mid P(E)$ for every $m$, so $P(E)=0$.

*Reality.* Let a bar conjugate every coefficient. For Hermitian $H_0,V$, conjugating the entries of $E-H_0-tV$ gives the transpose of $\bar E-H_0-tV$, so $\det(\bar E-H_0-tV)=\overline{\det(E-H_0-tV)}=0$. As $\bar E$ also starts at the real $E_0$, uniqueness gives $\bar E=E$.

*Double roots.* For $H_0=\begin{pmatrix}0&1\\0&0\end{pmatrix}$, $V=\begin{pmatrix}0&0\\1&0\end{pmatrix}$ the equation is $E^2=t$. Then $E=tw$ for a series $w$, so $tw^2=1$, which fails at $t=0$: no series exists. For $H_0=0$, $V=\operatorname{diag}(1,-1)$ it is $(E-t)(E+t)=0$, with exactly the two solutions $\pm t$.

### The file

```lean
import Mathlib

open PowerSeries

namespace SecularHensel

noncomputable section

variable {n : Type*} [Fintype n] [DecidableEq n]

/-- The perturbed Hamiltonian `H(t) = H0 + t V`, a matrix of formal power series in `t`. -/
def perturbed (H0 V : Matrix n n ℂ) : Matrix n n ℂ⟦X⟧ :=
  H0.map (C (R := ℂ)) + (X : ℂ⟦X⟧) • V.map (C (R := ℂ))

/-- The secular determinant `det (E - H0 - t V)` for an energy series `E(t)`. -/
def secularDet (H0 V : Matrix n n ℂ) (E : ℂ⟦X⟧) : ℂ⟦X⟧ :=
  (Matrix.scalar n E - H0.map (C (R := ℂ)) - (X : ℂ⟦X⟧) • V.map (C (R := ℂ))).det

/-- Setting `t = 0` in `P(a)` is the same as evaluating the `t = 0` polynomial at `a(0)`. -/
theorem constantCoeff_eval (P : Polynomial ℂ⟦X⟧) (a : ℂ⟦X⟧) :
    constantCoeff (P.eval a) = (P.map (constantCoeff (R := ℂ))).eval (constantCoeff a) := by
  rw [Polynomial.eval_map, Polynomial.eval₂_at_apply]

/-- If two series start at `E0`, where the `t = 0` polynomial has nonzero slope, and
`P(a) - P(b)` is divisible by `t ^ N`, then so is `a - b`. -/
theorem hensel_rigid (P : Polynomial ℂ⟦X⟧) (E0 : ℂ) (a b : ℂ⟦X⟧) (N : ℕ)
    (ha : constantCoeff a = E0) (hb : constantCoeff b = E0)
    (hd : (P.map (constantCoeff (R := ℂ))).derivative.eval E0 ≠ 0)
    (h : (X : ℂ⟦X⟧) ^ N ∣ P.eval a - P.eval b) : (X : ℂ⟦X⟧) ^ N ∣ a - b := by
  obtain ⟨k, hk⟩ := P.binomExpansion b (a - b)
  have e : b + (a - b) = a := by ring
  rw [e] at hk
  have hf : P.eval a - P.eval b = (a - b) * (P.derivative.eval b + k * (a - b)) := by
    linear_combination hk
  -- the second factor has nonzero constant term, so it is invertible
  have hu : IsUnit (P.derivative.eval b + k * (a - b)) := by
    rw [isUnit_iff_constantCoeff, isUnit_iff_ne_zero, map_add, map_mul, map_sub, ha, hb,
      sub_self, mul_zero, add_zero, constantCoeff_eval, hb, ← Polynomial.derivative_map]
    exact hd
  rw [hf] at h
  exact hu.dvd_mul_right.mp h

/-- A root `E0` of the `t = 0` polynomial with nonzero slope extends to a power series root
of `P` with constant coefficient `E0`. -/
theorem hensel_exists (P : Polynomial ℂ⟦X⟧) (E0 : ℂ)
    (h0 : (P.map (constantCoeff (R := ℂ))).eval E0 = 0)
    (hd : (P.map (constantCoeff (R := ℂ))).derivative.eval E0 ≠ 0) :
    ∃ E : ℂ⟦X⟧, constantCoeff E = E0 ∧ P.eval E = 0 := by
  obtain ⟨d, hdd⟩ : ∃ d, (P.map (constantCoeff (R := ℂ))).derivative.eval E0 = d := ⟨_, rfl⟩
  rw [hdd] at hd
  -- Newton-type iteration with the slope frozen at t = 0
  obtain ⟨a, a0, ast⟩ : ∃ a : ℕ → ℂ⟦X⟧, a 0 = C E0 ∧
      ∀ m, a (m + 1) = a m - C d⁻¹ * P.eval (a m) :=
    ⟨fun m => (fun x : ℂ⟦X⟧ => x - C d⁻¹ * P.eval x)^[m] (C E0), rfl,
      fun m => Function.iterate_succ_apply' _ _ _⟩
  -- each step gains one order in t
  have key : ∀ m, constantCoeff (a m) = E0 ∧ (X : ℂ⟦X⟧) ^ (m + 1) ∣ P.eval (a m) := by
    intro m
    induction m with
    | zero =>
      rw [a0, zero_add, pow_one, X_dvd_iff, constantCoeff_eval, constantCoeff_C]
      exact ⟨rfl, h0⟩
    | succ m ih =>
      obtain ⟨hc, w, hw⟩ := ih
      have hz : constantCoeff (P.eval (a m)) = 0 := by
        rw [constantCoeff_eval, hc, h0]
      have hder : constantCoeff (P.derivative.eval (a m)) = d := by
        rw [constantCoeff_eval, hc, ← Polynomial.derivative_map, hdd]
      refine ⟨by rw [ast, map_sub, map_mul, hz, hc, mul_zero, sub_zero], ?_⟩
      obtain ⟨k, hk⟩ := P.binomExpansion (a m) (-(C d⁻¹ * P.eval (a m)))
      obtain ⟨u, hu⟩ : (X : ℂ⟦X⟧) ∣ 1 - C d⁻¹ * P.derivative.eval (a m) := by
        rw [X_dvd_iff, map_sub, map_one, map_mul, constantCoeff_C, hder,
          inv_mul_cancel₀ hd, sub_self]
      obtain ⟨v, hv⟩ : (X : ℂ⟦X⟧) ∣ P.eval (a m) := X_dvd_iff.mpr hz
      have e : a (m + 1) = a m + -(C d⁻¹ * P.eval (a m)) := by rw [ast]; ring
      refine ⟨w * u + k * (C d⁻¹) ^ 2 * w * v, ?_⟩
      rw [e, hk]
      linear_combination P.eval (a m) * hu + X * u * hw
        + k * (C d⁻¹) ^ 2 * P.eval (a m) * hv + k * (C d⁻¹) ^ 2 * X * v * hw
  -- later steps leave the low-order coefficients untouched
  have hst : ∀ m j, (X : ℂ⟦X⟧) ^ (m + 1) ∣ a (m + j) - a m := by
    intro m j
    induction j with
    | zero => simp
    | succ j ih =>
      have e : a (m + (j + 1)) - a m = (a (m + j) - a m) - C d⁻¹ * P.eval (a (m + j)) := by
        rw [← add_assoc, ast]; ring
      rw [e]
      exact dvd_sub ih
        (Dvd.dvd.mul_left ((pow_dvd_pow X (by omega)).trans (key (m + j)).2) _)
  obtain ⟨E, hE⟩ : ∃ E : ℂ⟦X⟧, ∀ N, (X : ℂ⟦X⟧) ^ (N + 1) ∣ E - a N := by
    refine ⟨PowerSeries.mk fun m => coeff m (a m), fun N => X_pow_dvd_iff.mpr fun m hm => ?_⟩
    obtain ⟨j, rfl⟩ : ∃ j, N = m + j := ⟨N - m, by omega⟩
    have h := X_pow_dvd_iff.mp (hst m j) m (by omega)
    rw [map_sub] at h ⊢
    rw [coeff_mk]
    linear_combination -h
  refine ⟨E, ?_, PowerSeries.ext fun m => ?_⟩
  · have h := hE 0
    rw [zero_add, pow_one, X_dvd_iff, map_sub, (key 0).1] at h
    exact sub_eq_zero.mp h
  · have h := dvd_add ((hE m).trans (Polynomial.sub_dvd_eval_sub E (a m) P)) (key m).2
    rw [sub_add_cancel] at h
    simpa using X_pow_dvd_iff.mp h m (by omega)

/-- The secular determinant is the characteristic polynomial of `H(t)` evaluated at `E`. -/
theorem secularDet_eq (H0 V : Matrix n n ℂ) (E : ℂ⟦X⟧) :
    secularDet H0 V E = (perturbed H0 V).charpoly.eval E := by
  rw [Matrix.eval_charpoly, secularDet, perturbed, sub_sub]

/-- For a simple root `E0` of the characteristic polynomial of `H0`, the characteristic
polynomial of `H(t)` at `t = 0` vanishes at `E0` with nonzero slope. -/
theorem simple_root (H0 V : Matrix n n ℂ) (E0 : ℂ)
    (hs : H0.charpoly.rootMultiplicity E0 = 1) :
    ((perturbed H0 V).charpoly.map (constantCoeff (R := ℂ))).eval E0 = 0 ∧
    ((perturbed H0 V).charpoly.map (constantCoeff (R := ℂ))).derivative.eval E0 ≠ 0 := by
  have hm : (perturbed H0 V).map (constantCoeff (R := ℂ)) = H0 :=
    Matrix.ext fun i j => by simp [perturbed]
  rw [← Matrix.charpoly_map, hm]
  have hp : H0.charpoly ≠ 0 := H0.charpoly_monic.ne_zero
  have hr : H0.charpoly.IsRoot E0 := (Polynomial.rootMultiplicity_pos hp).mp (by omega)
  refine ⟨hr, fun h => ?_⟩
  have := (Polynomial.one_lt_rootMultiplicity_iff_isRoot hp).mpr ⟨hr, h⟩
  omega

/-- For a simple root `E0` of the characteristic polynomial of `H0`, exactly one power series
`E(t)` with constant coefficient `E0` satisfies `det (E - H0 - t V) = 0`. -/
theorem existsUnique_energy_series (H0 V : Matrix n n ℂ) (E0 : ℂ)
    (hs : H0.charpoly.rootMultiplicity E0 = 1) :
    ∃! E : ℂ⟦X⟧, constantCoeff E = E0 ∧ secularDet H0 V E = 0 := by
  obtain ⟨h0, hd⟩ := simple_root H0 V E0 hs
  obtain ⟨E, hE0, hE⟩ := hensel_exists _ E0 h0 hd
  refine ⟨E, ⟨hE0, by rw [secularDet_eq, hE]⟩, ?_⟩
  rintro a ⟨ha0, ha⟩
  rw [secularDet_eq] at ha
  refine PowerSeries.ext fun m => ?_
  have h := hensel_rigid _ E0 a E (m + 1) ha0 hE0 hd (by rw [ha, hE]; simp)
  have h' := X_pow_dvd_iff.mp h m (by omega)
  rw [map_sub] at h'
  exact sub_eq_zero.mp h'

/-- A trial series starting at the simple root `E0` whose secular determinant vanishes below
order `N` has the coefficients of the exact energy series below order `N`. -/
theorem truncated_energy (H0 V : Matrix n n ℂ) (E0 : ℂ)
    (hs : H0.charpoly.rootMultiplicity E0 = 1) (E a : ℂ⟦X⟧) (N : ℕ)
    (hE0 : constantCoeff E = E0) (hE : secularDet H0 V E = 0) (ha0 : constantCoeff a = E0)
    (ha : ∀ m < N, coeff m (secularDet H0 V a) = 0) : ∀ m < N, coeff m a = coeff m E := by
  intro m hm
  have h := hensel_rigid _ E0 a E N ha0 hE0 (simple_root H0 V E0 hs).2 (by
    rw [← secularDet_eq, ← secularDet_eq, hE, sub_zero]
    exact X_pow_dvd_iff.mpr ha)
  have h' := X_pow_dvd_iff.mp h m hm
  rw [map_sub] at h'
  exact sub_eq_zero.mp h'

/-- For Hermitian `H0`, `V` and a real simple root `E0`, every coefficient of the energy
series is real. -/
theorem energy_coeff_real (H0 V : Matrix n n ℂ) (hH : H0.IsHermitian) (hV : V.IsHermitian)
    (E0 : ℝ) (hs : H0.charpoly.rootMultiplicity (E0 : ℂ) = 1) (E : ℂ⟦X⟧)
    (hE0 : constantCoeff E = (E0 : ℂ)) (hE : secularDet H0 V E = 0) (m : ℕ) :
    (coeff m E).im = 0 := by
  -- conjugating the secular matrix at `E` gives the transpose of the one at the conjugate of `E`
  have hdet : secularDet H0 V (PowerSeries.map (starRingEnd ℂ) E)
      = PowerSeries.map (starRingEnd ℂ) (secularDet H0 V E) := by
    unfold secularDet
    rw [RingHom.map_det, ← Matrix.det_transpose]
    refine congrArg Matrix.det (Matrix.ext fun i j => ?_)
    have h1 : starRingEnd ℂ (H0 i j) = H0 j i := hH.apply j i
    have h2 : starRingEnd ℂ (V i j) = V j i := hV.apply j i
    by_cases h : i = j
    · subst h
      simp [Matrix.scalar_apply, PowerSeries.map_C, PowerSeries.map_X, h1, h2]
    · simp [Matrix.scalar_apply, PowerSeries.map_C, PowerSeries.map_X,
        h1, h2, h, Ne.symm h]
  have hc : constantCoeff (PowerSeries.map (starRingEnd ℂ) E) = (E0 : ℂ) := by
    rw [← coeff_zero_eq_constantCoeff_apply, coeff_map, coeff_zero_eq_constantCoeff_apply,
      hE0, Complex.conj_ofReal]
  have heq := (existsUnique_energy_series H0 V E0 hs).unique
    ⟨hc, by rw [hdet, hE, map_zero]⟩ ⟨hE0, hE⟩
  have h := congrArg (coeff m) heq
  rw [coeff_map] at h
  exact Complex.conj_eq_iff_im.mp h

/-- The Jordan block `H0` has characteristic polynomial `x ^ 2`, and with the lower off-diagonal
perturbation no power series makes the secular determinant vanish. -/
theorem double_root_no_series :
    (!![0, 1; 0, 0] : Matrix (Fin 2) (Fin 2) ℂ).charpoly = Polynomial.X ^ 2 ∧
    ∀ E : ℂ⟦X⟧, secularDet !![0, 1; 0, 0] !![0, 0; 1, 0] E ≠ 0 := by
  refine ⟨by simp [Matrix.charpoly_fin_two, Matrix.trace_fin_two, Matrix.det_fin_two], ?_⟩
  intro E hE
  have hd : secularDet !![0, 1; 0, 0] !![0, 0; 1, 0] E = E * E - X := by
    simp [secularDet, Matrix.det_fin_two, Matrix.scalar_apply]
  rw [hd] at hE
  have h0 : constantCoeff E = 0 := by simpa using congrArg (constantCoeff (R := ℂ)) hE
  obtain ⟨w, rfl⟩ := X_dvd_iff.mpr h0
  -- dividing `E ^ 2 = t` by `t` leaves `t w ^ 2 = 1`
  have h1 : (X : ℂ⟦X⟧) * (w * w) = 1 :=
    mul_left_cancel₀ (X_ne_zero (R := ℂ)) (by linear_combination hE)
  simpa using congrArg (constantCoeff (R := ℂ)) h1

/-- The `2 × 2` matrix `H0 = 0` has characteristic polynomial `x ^ 2`, and for `V = diag (1, -1)`
the secular determinant vanishes exactly for the two distinct series `t` and `-t`. -/
theorem double_root_two_series :
    (0 : Matrix (Fin 2) (Fin 2) ℂ).charpoly = Polynomial.X ^ 2 ∧ (X : ℂ⟦X⟧) ≠ -X ∧
    ∀ E : ℂ⟦X⟧, secularDet 0 !![1, 0; 0, -1] E = 0 ↔ E = X ∨ E = -X := by
  refine ⟨by simp, fun h => ?_, fun E => ?_⟩
  · have h1 : (1 : ℂ) = -1 := by simpa using congrArg (coeff (R := ℂ) 1) h
    norm_num at h1
  · have hd : secularDet 0 !![1, 0; 0, -1] E = (E - X) * (E + X) := by
      simp [secularDet, Matrix.det_fin_two, Matrix.scalar_apply]
    rw [hd, mul_eq_zero, sub_eq_zero, add_eq_zero_iff_eq_neg]

end

end SecularHensel
```

```lean
#print axioms SecularHensel.existsUnique_energy_series
#print axioms SecularHensel.energy_coeff_real
#print axioms SecularHensel.double_root_no_series
#print axioms SecularHensel.double_root_two_series
```

```
'SecularHensel.existsUnique_energy_series' depends on axioms: [propext, Classical.choice, Quot.sound]
'SecularHensel.energy_coeff_real' depends on axioms: [propext, Classical.choice, Quot.sound]
'SecularHensel.double_root_no_series' depends on axioms: [propext, Classical.choice, Quot.sound]
'SecularHensel.double_root_two_series' depends on axioms: [propext, Classical.choice, Quot.sound]
```

### Remarks

`constantCoeff_eval` lets "set $t=0$" pass through evaluation of $P$. `hensel_rigid` and `hensel_exists` are the simple-root form of Hensel lifting, proved directly over `ℂ⟦X⟧` for an arbitrary polynomial `P`. In both, `binomExpansion` supplies the Taylor remainder `k`. In the first, `hf` is the factorisation, `hu` the invertibility through `isUnit_iff_constantCoeff`, and `hu.dvd_mul_right` cancels the unit. In the second, `key` is the induction: the witnesses `w`, `u`, `v` are the quotients $P(a_m)/t^{m+1}$, $(1-P'(a_m)/d)/t$ and $P(a_m)/t$, and `linear_combination` checks $P(a_{m+1})=t^{m+2}(wu+kwv/d^2)$. Then `hst` is the stabilisation, `hE` describes the diagonal series, and `Polynomial.sub_dvd_eval_sub` finishes.

`secularDet_eq` identifies the determinant with $P(E)$, and `simple_root` extracts $P_0(E_0)=0$, $d\neq0$, because a common root of $P_0$ and $P_0'$ would have multiplicity above one. The main theorem applies rigidity with `N` equal to `m + 1` for each coefficient. In `energy_coeff_real`, `hdet` is the transpose identity. `double_root_no_series` and `double_root_two_series` also record the characteristic polynomial $x^2$, written `Polynomial.X ^ 2`; the first example is not Hermitian, the second is.

The two observations below are pencil arguments that the file does not contain.

*Smallest case.* For $1\times1$ matrices $H_0=(E_0)$, $V=(v)$, one has $P(x)=x-E_0-tv$ and $d=1$. The first step gives $a_1=E_0+tv$, which is already the root, and all higher coefficients vanish.

*Another model.* Nondegeneracy could have been stated as a one-dimensional eigenspace of $H_0$ at $E_0$. For Hermitian or diagonalisable $H_0$ this coincides with algebraic multiplicity one. For general $H_0$ it is weaker, and the theorem would be false: the Jordan block above has a one-dimensional eigenspace at $0$, and with the perturbation $V$ used there it has no energy series. That version would need an added hypothesis. Diagonalisability of $H_0$ suffices, and so does the weaker condition that $E_0$ has no Jordan block of size above one; either one restores algebraic multiplicity one.
